# The (2,2) Padé step of a real antisymmetric matrix is a rotation with determinant one

A: Let $K$ be a real antisymmetric matrix of finite size, and let $q(K) = 1 + K/2 + K^2/12$. Then $q(K)\,q(-K)$ is positive definite, $q(-K)$ is invertible, and $U = q(-K)^{-1}q(K)$ satisfies $U^{T}U = 1$ and $\det U = 1$.

Q: In orbital optimisation I rotate with $e^{K}$. Your $U$ is only an approximation to that, so surely it is only approximately orthogonal?

A: The approximation affects which rotation you get, not whether you get one. The coefficients $1/2$ and $1/12$ are those for which $q(-x)^{-1}q(x)$ agrees with $e^{x}$ through order $x^4$. Orthogonality comes from something else, namely that transposition exchanges numerator and denominator.

Q: Then derive it for me without any Lean. Start with the inverse, which I don't trust for large $K$.

A: Multiply the two polynomials:

$$q(K)\,q(-K) = \left(1 + \tfrac{K^2}{12}\right)^2 - \tfrac{K^2}{4} = 1 - \tfrac{K^2}{12} + \tfrac{K^4}{144}.$$

The right-hand side is even in $K$, so $q(K)$ and $q(-K)$ commute. Now use $K^{T} = -K$, which says that $u\cdot Kv = -(Ku)\cdot v$ for all real vectors $u, v$. Writing $|x|^2$ for $x\cdot x$, we get

$$x\cdot K^2x = -|Kx|^2, \qquad x\cdot K^4x = -(Kx)\cdot K^3x = |K^2x|^2,$$

and therefore

$$x\cdot q(K)q(-K)x = |x|^2 + \tfrac{1}{12}|Kx|^2 + \tfrac{1}{144}|K^2x|^2 .$$

This is positive for every $x \neq 0$, however large $K$ is. The product is also symmetric, because $q(K)^{T} = q(-K)$ and $q(-K)^{T} = q(K)$. So it is positive definite, its determinant $\det q(K)\,\det q(-K)$ is positive, and neither factor can be singular.

Q: And orthogonality?

A: Transposing $U$ gives $U^{T} = q(-K)\,q(K)^{-1}$. Then

$$UU^{T} = q(-K)^{-1}\,q(K)\,q(-K)\,q(K)^{-1} = q(-K)^{-1}\,q(-K)\,q(K)\,q(K)^{-1} = 1,$$

where the middle step is the commutation. For square matrices $UU^{T}=1$ implies $U^{T}U=1$. Finally, $q(K)$ and $q(-K)$ are transposes of each other and so have equal determinants, which gives $\det U = 1$.

Q: Fine. Now convince me that the Lean file talks about the same objects.

A: It begins with two finite index types. Read `n` as the labels of the orbitals being mixed and `m` as the labels of the basis functions.

```lean
import Mathlib

open Matrix

namespace PadeOrbitalRotation

noncomputable section

variable {m n : Type*} [Fintype m] [Fintype n] [DecidableEq n]
```

The polynomial is written out term by term, for any real square matrix.

```lean
/-- The polynomial `q(K) = 1 + K/2 + K²/12` of a matrix `K`. -/
def padeNum (K : Matrix n n ℝ) : Matrix n n ℝ :=
  1 + (1 / 2 : ℝ) • K + (1 / 12 : ℝ) • (K * K)
```

The step is the inverse of `padeNum (-K)` times `padeNum K`, in that order.

```lean
/-- The (2,2) Padé step `q(-K)⁻¹ q(K)`, meant for generators `K` with `q(-K)` invertible. -/
def padeStep (K : Matrix n n ℝ) : Matrix n n ℝ :=
  (padeNum (-K))⁻¹ * padeNum K
```

Q: That definition takes an inverse without asking whether there is one.

A: Mathlib's matrix inverse is defined for every square matrix and returns zero for a singular one, so the definition alone guarantees nothing. Invertibility is a separate theorem here, proved from antisymmetry. The main theorem, `padeStep_rotation`, has a single hypothesis, `hK : Kᵀ = -K`, and two conclusions: `(padeStep K)ᵀ * padeStep K = 1` and `(padeStep K).det = 1`. No smallness of $K$ is assumed.

Q: What does that leave out of my actual calculation?

A: Complex orbitals with anti-Hermitian generators, infinite-dimensional spaces and floating-point rounding. It also says nothing about how close $U$ is to $e^{K}$, or whether a step lowers the energy. What it does give, for real orbitals in a finite basis and in exact arithmetic, is an SCF orbital update that needs no re-orthonormalisation afterwards.

Q: Then take me through the proof. Where does the product formula come in?

A: First, and without antisymmetry. The `simp only` call distributes the products and moves the scalars outside; `module` then compares the coefficients of the powers of $K$.

```lean
/-- The product `q(K) q(-K)` equals `1 - K²/12 + K⁴/144`. -/
theorem padeNum_mul_neg (K : Matrix n n ℝ) :
    padeNum K * padeNum (-K)
      = 1 - (1 / 12 : ℝ) • (K * K) + (1 / 144 : ℝ) • (K * K * (K * K)) := by
  simp only [padeNum, Matrix.neg_mul, Matrix.mul_neg, neg_neg, smul_neg, Matrix.mul_add,
    Matrix.add_mul, Matrix.smul_mul, Matrix.mul_smul, Matrix.one_mul, Matrix.mul_one,
    Matrix.mul_assoc]
  module
```

Commutation follows by the evenness argument from the derivation by hand: apply the formula to $-K$ and note that $(-K)(-K) = K K$.

```lean
/-- The matrices `q(K)` and `q(-K)` commute. -/
theorem padeNum_comm (K : Matrix n n ℝ) :
    padeNum K * padeNum (-K) = padeNum (-K) * padeNum K := by
  have h := padeNum_mul_neg (-K)
  rw [neg_neg] at h
  rw [padeNum_mul_neg, h]
  simp only [neg_mul_neg]
```

Antisymmetry enters with the transpose. Each factor of $K$ picks up a sign, so the linear term flips and the quadratic one does not.

```lean
/-- For an antisymmetric generator, transposition turns `q(K)` into `q(-K)`. -/
theorem padeNum_transpose {K : Matrix n n ℝ} (hK : Kᵀ = -K) :
    (padeNum K)ᵀ = padeNum (-K) := by
  simp only [padeNum, Matrix.transpose_add, Matrix.transpose_one, Matrix.transpose_smul,
    Matrix.transpose_mul, hK]
```

Q: And the sum of squares?

A: The local statement `skew` is the rule $u\cdot Kv = -(Ku)\cdot v$. It is used three times: `h1` handles $x\cdot K^2x$, while `h2` and `h3` move two factors of $K$ across in $x\cdot K^4x$. The final `linear_combination` adds these three equations with the weights $-1/12$, $1/144$ and $-1/144$.

```lean
/-- For antisymmetric `K`, the quadratic form of `q(K) q(-K)` is
`|x|² + |Kx|²/12 + |K²x|²/144`. -/
theorem padeNum_quadratic_form {K : Matrix n n ℝ} (hK : Kᵀ = -K) (x : n → ℝ) :
    x ⬝ᵥ ((padeNum K * padeNum (-K)) *ᵥ x)
      = x ⬝ᵥ x + (1 / 12) * ((K *ᵥ x) ⬝ᵥ (K *ᵥ x))
        + (1 / 144) * ((K *ᵥ (K *ᵥ x)) ⬝ᵥ (K *ᵥ (K *ᵥ x))) := by
  -- an antisymmetric matrix changes sign when moved across the dot product
  have skew : ∀ u v : n → ℝ, u ⬝ᵥ (K *ᵥ v) = -((K *ᵥ u) ⬝ᵥ v) := by
    intro u v
    rw [Matrix.dotProduct_mulVec, ← Matrix.mulVec_transpose, hK, Matrix.neg_mulVec,
      neg_dotProduct]
  have h1 := skew x (K *ᵥ x)
  have h2 := skew x (K *ᵥ (K *ᵥ (K *ᵥ x)))
  have h3 := skew (K *ᵥ x) (K *ᵥ (K *ᵥ x))
  rw [padeNum_mul_neg]
  simp only [Matrix.add_mulVec, Matrix.sub_mulVec, Matrix.smul_mulVec, Matrix.one_mulVec,
    ← Matrix.mulVec_mulVec, dotProduct_add, dotProduct_sub, dotProduct_smul, smul_eq_mul]
  linear_combination -(1 / 12) * h1 + (1 / 144) * h2 - (1 / 144) * h3
```

Q: Does "positive definite" in Mathlib mean what I mean by it?

A: Yes. `PosDef` requires the matrix to be Hermitian, which for real entries means symmetric, and its quadratic form to be positive on nonzero vectors. The proof has one part for each requirement. Symmetry comes from the transpose rule applied to both factors. Positivity comes from the quadratic form: the first term is strictly positive and the other two are nonnegative.

```lean
/-- For antisymmetric `K`, the product `q(K) q(-K)` is positive definite. -/
theorem padeNum_mul_neg_posDef {K : Matrix n n ℝ} (hK : Kᵀ = -K) :
    (padeNum K * padeNum (-K)).PosDef := by
  have hK' : (-K)ᵀ = -(-K) := by rw [Matrix.transpose_neg, hK]
  refine Matrix.posDef_iff_dotProduct_mulVec.mpr ⟨?_, ?_⟩
  · unfold Matrix.IsHermitian
    rw [Matrix.conjTranspose_eq_transpose_of_trivial, Matrix.transpose_mul,
      padeNum_transpose hK, padeNum_transpose hK', neg_neg]
  · intro x hx
    have nonneg : ∀ y : n → ℝ, 0 ≤ y ⬝ᵥ y :=
      fun y => Finset.sum_nonneg fun i _ => mul_self_nonneg (y i)
    have hpos : 0 < x ⬝ᵥ x :=
      lt_of_le_of_ne (nonneg x) (fun h => hx (dotProduct_self_eq_zero.mp h.symm))
    rw [star_trivial, padeNum_quadratic_form hK]
    linarith [nonneg (K *ᵥ x), nonneg (K *ᵥ (K *ᵥ x))]
```

Q: Which single device carries the argument from there to the inverse?

A: `det_pos`, the Mathlib theorem that a positive definite matrix has positive determinant. Mathematically, the determinant is the product of the eigenvalues, and these are all positive. It turns a statement about vectors into a statement about one number, and that number factorises: `Matrix.det_mul` splits it into $\det q(K)\,\det q(-K)$, and `right_ne_zero_of_mul` keeps the second factor as nonzero. We never need the spectrum of $K$ itself, whose eigenvalues are imaginary and would take us into complex matrices. The result is stated as `IsUnit (padeNum (-K)).det`, the form that Mathlib's cancellation rules for the inverse require.

```lean
/-- For antisymmetric `K`, the denominator `q(-K)` has an invertible determinant. -/
theorem padeNum_neg_invertible {K : Matrix n n ℝ} (hK : Kᵀ = -K) :
    IsUnit (padeNum (-K)).det := by
  have h := (padeNum_mul_neg_posDef hK).det_pos
  rw [Matrix.det_mul] at h
  exact isUnit_iff_ne_zero.mpr (right_ne_zero_of_mul h.ne')
```

Q: So the main theorem is now the short calculation you gave me?

A: Step for step. `hdet` is the equality of the two determinants, and it makes $q(K)$ invertible as well. `hT` is the formula for $U^{T}$. The rewrite with `mul_eq_one_comm` exchanges the goal $U^{T}U = 1$ for $UU^{T} = 1$, and the `calc` block regroups, commutes and cancels. The last two lines compute the determinant.

```lean
/-- The (2,2) Padé step of an antisymmetric generator is exactly orthogonal and has
determinant one. -/
theorem padeStep_rotation {K : Matrix n n ℝ} (hK : Kᵀ = -K) :
    (padeStep K)ᵀ * padeStep K = 1 ∧ (padeStep K).det = 1 := by
  have hK' : (-K)ᵀ = -(-K) := by rw [Matrix.transpose_neg, hK]
  have hB := padeNum_neg_invertible hK
  have hdet : (padeNum K).det = (padeNum (-K)).det := by
    rw [← padeNum_transpose hK, Matrix.det_transpose]
  have hA : IsUnit (padeNum K).det := by rw [hdet]; exact hB
  constructor
  · have hT : (padeStep K)ᵀ = padeNum (-K) * (padeNum K)⁻¹ := by
      rw [padeStep, Matrix.transpose_mul, Matrix.transpose_nonsing_inv,
        padeNum_transpose hK, padeNum_transpose hK', neg_neg]
    -- for square matrices a right inverse is also a left inverse
    rw [mul_eq_one_comm, hT, padeStep]
    calc (padeNum (-K))⁻¹ * padeNum K * (padeNum (-K) * (padeNum K)⁻¹)
        = (padeNum (-K))⁻¹ * (padeNum K * padeNum (-K)) * (padeNum K)⁻¹ := by
          simp only [Matrix.mul_assoc]
      _ = (padeNum (-K))⁻¹ * (padeNum (-K) * padeNum K) * (padeNum K)⁻¹ := by
          rw [padeNum_comm]
      _ = ((padeNum (-K))⁻¹ * padeNum (-K)) * (padeNum K * (padeNum K)⁻¹) := by
          simp only [Matrix.mul_assoc]
      _ = 1 := by
          rw [Matrix.nonsing_inv_mul _ hB, Matrix.mul_nonsing_inv _ hA, one_mul]
  · rw [padeStep, Matrix.det_mul, hdet, ← Matrix.det_mul, Matrix.nonsing_inv_mul _ hB,
      Matrix.det_one]
```

Q: My orbitals aren't orthonormal in the ordinary dot product, though. They are orthonormal in the overlap metric.

A: Put the orbital coefficients in the columns of $C$, with $C^{T}SC = 1$ for the overlap matrix $S$. After the update $C \mapsto CU$,

$$(CU)^{T}S(CU) = U^{T}(C^{T}SC)U = U^{T}U = 1 .$$

The matrix $U$ acts on the orbital index `n`, from the right, so the metric on the basis index `m` never meets it directly. The theorem doesn't even ask for $S$ to be symmetric or positive definite, as a physical overlap matrix is; all it assumes about $S$ is the orthonormality condition `hC`.

```lean
/-- For antisymmetric `K` and any real square matrix `S`, coefficients `C` with `Cᵀ * S * C = 1`
still satisfy this condition after the update `C ↦ C * padeStep K`. -/
theorem orbitals_stay_orthonormal {K : Matrix n n ℝ} (hK : Kᵀ = -K)
    (S : Matrix m m ℝ) (C : Matrix m n ℝ) (hC : Cᵀ * S * C = 1) :
    (C * padeStep K)ᵀ * S * (C * padeStep K) = 1 := by
  calc (C * padeStep K)ᵀ * S * (C * padeStep K)
      = (padeStep K)ᵀ * (Cᵀ * S * C) * padeStep K := by
        simp only [Matrix.transpose_mul, Matrix.mul_assoc]
    _ = 1 := by rw [hC, Matrix.mul_one, (padeStep_rotation hK).1]
```

Q: Show me a case where something actually rotates. With $K = 0$ all of this is trivially true.

A: Take two orbitals and an angle $\theta$.

```lean
/-- The two-orbital generator with rows `(0, -θ)` and `(θ, 0)`. -/
def planarGen (θ : ℝ) : Matrix (Fin 2) (Fin 2) ℝ := !![0, -θ; θ, 0]
```

Write this generator as $\theta J$, where $J$ has rows $(0,-1)$ and $(1,0)$, so that $J^2 = -1$. With $a = 1 - \theta^2/12$ and $b = \theta/2$ we have $q(K) = a + bJ$ and $q(-K) = a - bJ$. Since $(a-bJ)(a+bJ) = a^2+b^2$,

$$U = \frac{(a+bJ)^2}{a^2+b^2} = \frac{(a^2-b^2) + 2ab\,J}{a^2+b^2}.$$

Multiplying numerator and denominator by 144 gives

$$U = c + sJ, \qquad c = \frac{144 - 60\theta^2 + \theta^4}{144 + 12\theta^2 + \theta^4}, \qquad s = \frac{144\theta - 12\theta^3}{144 + 12\theta^2 + \theta^4}.$$

Here $c$ and $s$ stand where $\cos\theta$ and $\sin\theta$ stand in $e^{K}$.

Q: Put in a number.

A: For $\theta = 1$ we have $a = 11/12$ and $b = 1/2$, so $a^2+b^2 = 157/144$, $a^2-b^2 = 85/144$ and $2ab = 132/144$. Hence

$$U = \frac{1}{157}\begin{pmatrix} 85 & -132 \\ 132 & 85 \end{pmatrix}.$$

The columns have unit length exactly, since $85^2 + 132^2 = 7225 + 17424 = 24649 = 157^2$. For comparison, $85/157 \approx 0.5414$ while $\cos 1 \approx 0.5403$, and $132/157 \approx 0.8408$ while $\sin 1 \approx 0.8415$. The step turns the orbitals by about $0.9987$ instead of $1$. The whole error sits in the angle.

Q: And Lean has this for every $\theta$?

A: For every real $\theta$, together with the antisymmetry of the generator, so the hypothesis of the main theorem is met by nonzero matrices. The proof avoids computing an inverse. It writes the claimed matrix $R$ as $q(-K)^{-1}\bigl(q(-K)R\bigr)$, which is allowed because $q(-K)$ is already known to be invertible. What remains is $q(K) = q(-K)R$, and this is checked entry by entry with `field_simp` and `ring`. The common denominator is nonzero because it is a sum of 144 and two nonnegative terms.

```lean
/-- The two-orbital generator is antisymmetric, and its Padé step is an explicit matrix with entries
rational in `θ`. -/
theorem two_orbital_witness (θ : ℝ) :
    (planarGen θ)ᵀ = -planarGen θ ∧
    padeStep (planarGen θ) =
      !![(144 - 60 * θ ^ 2 + θ ^ 4) / (144 + 12 * θ ^ 2 + θ ^ 4),
          -((144 * θ - 12 * θ ^ 3) / (144 + 12 * θ ^ 2 + θ ^ 4));
         (144 * θ - 12 * θ ^ 3) / (144 + 12 * θ ^ 2 + θ ^ 4),
          (144 - 60 * θ ^ 2 + θ ^ 4) / (144 + 12 * θ ^ 2 + θ ^ 4)] := by
  have hK : (planarGen θ)ᵀ = -planarGen θ := by
    ext i j
    fin_cases i <;> fin_cases j <;> simp [planarGen]
  have hneg : -planarGen θ = planarGen (-θ) := by
    ext i j
    fin_cases i <;> fin_cases j <;> simp [planarGen]
  have hq : ∀ t : ℝ, padeNum (planarGen t)
      = !![1 - t ^ 2 / 12, -(t / 2); t / 2, 1 - t ^ 2 / 12] := by
    intro t
    ext i j
    fin_cases i <;> fin_cases j <;>
      simp [padeNum, planarGen] <;> ring
  have hD : 144 + 12 * θ ^ 2 + θ ^ 4 ≠ 0 := by positivity
  refine ⟨hK, ?_⟩
  -- it suffices that `q(K)` is `q(-K)` times the claimed rotation
  rw [padeStep, ← Matrix.nonsing_inv_mul_cancel_left (padeNum (-planarGen θ))
    !![(144 - 60 * θ ^ 2 + θ ^ 4) / (144 + 12 * θ ^ 2 + θ ^ 4),
        -((144 * θ - 12 * θ ^ 3) / (144 + 12 * θ ^ 2 + θ ^ 4));
       (144 * θ - 12 * θ ^ 3) / (144 + 12 * θ ^ 2 + θ ^ 4),
        (144 - 60 * θ ^ 2 + θ ^ 4) / (144 + 12 * θ ^ 2 + θ ^ 4)]
    (padeNum_neg_invertible hK)]
  congr 1
  rw [hneg, hq, hq]
  ext i j
  fin_cases i <;> fin_cases j <;>
    simp [Matrix.mul_apply, Fin.sum_univ_two] <;> field_simp <;> ring

end

end PadeOrbitalRotation
```

```lean
#print axioms PadeOrbitalRotation.padeStep_rotation
-- 'PadeOrbitalRotation.padeStep_rotation' depends on axioms: [propext, Classical.choice, Quot.sound]
#print axioms PadeOrbitalRotation.orbitals_stay_orthonormal
-- 'PadeOrbitalRotation.orbitals_stay_orthonormal' depends on axioms: [propext, Classical.choice, Quot.sound]
```

Q: Then my doubt about orthogonality is settled, but I still have to decide whether the angle is good enough.

A: Yes, and that depends on the size of $K$. Orthogonality doesn't.
